# Deleting one site from a finite Hermitian Hamiltonian removes at most one level above any energy

Suppose a tight-binding code, with one orbital per site and no spin, cuts a vacancy into a finite, non-interacting lattice and reports two fewer levels above some energy $x$. Here and below, levels are counted with multiplicity. Every level may have moved, but for a Hermitian Hamiltonian $H$ that count is wrong. The bound is this: if $N$ levels of $H$ lie above $x$, and $N'$ levels of the matrix $H'$ with one site struck out, then $N'=N$ or $N'=N-1$. The other matrix elements must stay as they were, so relaxation around the vacancy is not covered.

## Finitely many orthonormal sites

The sites form a finite type `n`, and $H$ is a complex matrix with one orbital per index.

```lean
import Mathlib

open Matrix

namespace SiteRemovalInterlacing

noncomputable section

variable {n : Type*} [Fintype n] [DecidableEq n]
```

`removeSite H s` is $H'$, indexed by the sites different from $s$.

```lean
/-- The Hamiltonian left after deleting the site `s`: its row and column are struck out. -/
def removeSite (H : Matrix n n ℂ) (s : n) : Matrix {i // i ≠ s} {i // i ≠ s} ℂ :=
  H.submatrix Subtype.val Subtype.val
```

`levelsAbove` is $N$. It counts eigenvalue indices, so degenerate levels count repeatedly; a level exactly at $x$ is not counted.

```lean
/-- The number of energy levels above `x`, counted with multiplicity. -/
def levelsAbove {A : Matrix n n ℂ} (hA : A.IsHermitian) (x : ℝ) : ℕ :=
  Fintype.card {i // x < hA.eigenvalues i}
```

`levelsIn` does the same for a window $(a,b]$.

```lean
/-- The number of energy levels in the window `(a, b]`, counted with multiplicity. -/
def levelsIn {A : Matrix n n ℂ} (hA : A.IsHermitian) (a b : ℝ) : ℕ :=
  Fintype.card {i // a < hA.eigenvalues i ∧ hA.eigenvalues i ≤ b}
```

The derivation compares dimensions of families of states on which the energy excess is positive:
$$q_A(v)=v^\dagger A v-x\,v^\dagger v .$$
For Hermitian $A$ this is a real number; the Lean definition takes real parts, so that it is real for every $A$. The squared norm $v^\dagger v$ presumes orthonormal orbitals; a model with an overlap matrix needs a different form.

```lean
/-- The energy form of the amplitudes `v`, measured from the reference energy `x`: the real part of
`⟨v, A v⟩ - x ⟨v, v⟩`. -/
def energyExcess (A : Matrix n n ℂ) (x : ℝ) (v : n → ℂ) : ℝ :=
  (star v ⬝ᵥ (A *ᵥ v)).re - x * (star v ⬝ᵥ v).re
```

States of the smaller system become states of the larger one by setting the missing amplitudes to zero.

```lean
/-- Amplitudes given on part of the sites, continued by zero to all sites. -/
def extendByZero (p : n → Prop) [DecidablePred p] : ({i // p i} → ℂ) →ₗ[ℂ] (n → ℂ) where
  toFun c i := if h : p i then c ⟨i, h⟩ else 0
  map_add' c d := by
    ext i
    by_cases h : p i <;> simp [h]
  map_smul' r c := by
    ext i
    by_cases h : p i <;> simp [h]
```

Finiteness enters by hand and in Lean wherever dimensions are counted. In an infinite crystal $N$ can be infinite, and a change by one then says nothing.

## Hermiticity

Physically, $H$ has real energies and orthonormal eigenmodes. Deleting the same row and column preserves this.

```lean
omit [Fintype n] [DecidableEq n] in
/-- Deleting a site leaves the Hamiltonian Hermitian. -/
theorem removeSite_isHermitian {H : Matrix n n ℂ} (hH : H.IsHermitian) (s : n) :
    (removeSite H s).IsHermitian :=
  hH.submatrix _
```

Let $A$ be Hermitian with levels $\lambda_i$, and let the columns of $U$ be its eigenmodes, so that $U^\dagger U=1$ and $AU=U\Lambda$, with $\Lambda$ the diagonal matrix of the $\lambda_i$. For $v=Uc$,
$$q_A(v)=c^\dagger\Lambda c-x\,c^\dagger c=\sum_i(\lambda_i-x)|c_i|^2 .$$
In the proof, `h2` is $AU=U\Lambda$, and `key` says that $U$ preserves inner products.

```lean
/-- There is a unitary change of basis in which the energy form, measured from any `x`, is a
sum of squared amplitudes weighted by the levels measured from `x`. -/
theorem exists_eigenmodes {A : Matrix n n ℂ} (hA : A.IsHermitian) :
    ∃ U : Matrix n n ℂ, Uᴴ * U = 1 ∧ ∀ (x : ℝ) (c : n → ℂ),
      energyExcess A x (U *ᵥ c) = ∑ i, (hA.eigenvalues i - x) * Complex.normSq (c i) := by
  let U : Matrix n n ℂ := hA.eigenvectorUnitary
  have h1 : Uᴴ * U = 1 := Matrix.mem_unitaryGroup_iff'.1 hA.eigenvectorUnitary.2
  -- the columns of `U` are eigenvectors
  have h2 : A * U = U * Matrix.diagonal (fun i => (hA.eigenvalues i : ℂ)) := by
    ext i j
    have h := congrFun (hA.mulVec_eigenvectorBasis j) i
    have hU : ∀ k, U k j = (hA.eigenvectorBasis j).ofLp k :=
      fun k => hA.eigenvectorUnitary_apply k j
    rw [Matrix.mul_diagonal, Matrix.mul_apply]
    simp only [hU]
    refine Eq.trans h ?_
    simp [mul_comm]
  refine ⟨U, h1, fun x c => ?_⟩
  have key : ∀ y : n → ℂ, star (U *ᵥ c) ⬝ᵥ (U *ᵥ y) = star c ⬝ᵥ y := fun y => by
    rw [Matrix.star_mulVec, Matrix.dotProduct_mulVec, Matrix.vecMul_vecMul, h1,
      Matrix.vecMul_one]
  unfold energyExcess
  rw [Matrix.mulVec_mulVec, h2, ← Matrix.mulVec_mulVec, key, key]
  simp only [dotProduct, Matrix.mulVec_diagonal, Complex.re_sum, Finset.mul_sum]
  rw [← Finset.sum_sub_distrib]
  refine Finset.sum_congr rfl fun i _ => ?_
  simp [Complex.normSq_apply]
  ring
```

Without Hermiticity the count can fail even when all eigenvalues are real. The matrix $\begin{pmatrix}2&3\\-3&-4\end{pmatrix}$ has the double eigenvalue $-1$, but deleting its second site leaves the level $2$. At $x=0$ the count rises from 0 to 1.

## A real reference energy

The energy $x$ may be a Fermi level or any other real number, including an eigenvalue. Being real, it gives each weight $\lambda_i-x$ a sign; for complex $x$, "above" has no meaning.

The signs give an upper bound first. Let $L$ be a linear map from a space $E$ to amplitudes, with $q_A(Lw)>0$ for all $w\neq0$. Send $w$ to the coordinates $(U^\dagger Lw)_i$ with $\lambda_i>x$. If these all vanish, only terms with $\lambda_i-x\le0$ remain, so $q_A(Lw)\le0$ and $w=0$. The map is therefore injective (`hP`), and $\dim E$ is at most the number of levels above $x$.

```lean
/-- A linear family of amplitudes whose nonzero members all have positive energy form, measured from
`x`, has dimension at most the number of levels above `x`. -/
theorem finrank_le_levelsAbove {A : Matrix n n ℂ} (hA : A.IsHermitian) (x : ℝ)
    {E : Type*} [AddCommGroup E] [Module ℂ E] (L : E →ₗ[ℂ] (n → ℂ))
    (hL : ∀ w, w ≠ 0 → 0 < energyExcess A x (L w)) :
    Module.finrank ℂ E ≤ levelsAbove hA x := by
  obtain ⟨U, hU, hq⟩ := exists_eigenmodes hA
  have hU' : U * Uᴴ = 1 := mul_eq_one_comm.1 hU
  -- coordinates along the modes above `x`
  let P : E →ₗ[ℂ] ({i // x < hA.eigenvalues i} → ℂ) :=
    (LinearMap.funLeft ℂ ℂ Subtype.val) ∘ₗ (Uᴴ).mulVecLin ∘ₗ L
  have hP : Function.Injective P := by
    refine (injective_iff_map_eq_zero P).2 fun w hw => ?_
    by_contra hne
    have hpos := hL w hne
    have hexp : L w = U *ᵥ (Uᴴ *ᵥ L w) := by
      rw [Matrix.mulVec_mulVec, hU', Matrix.one_mulVec]
    rw [hexp, hq] at hpos
    refine absurd hpos (not_lt_of_ge (Finset.sum_nonpos fun i _ => ?_))
    by_cases h : x < hA.eigenvalues i
    · have h0 : (Uᴴ *ᵥ L w) i = 0 := congrFun hw ⟨i, h⟩
      rw [h0, map_zero, mul_zero]
    · nlinarith [Complex.normSq_nonneg ((Uᴴ *ᵥ L w) i), not_lt.1 h]
  have h := LinearMap.finrank_le_finrank_of_injective hP
  rwa [Module.finrank_fintype_fun_eq_card] at h
```

The bound is attained: combinations of the modes above $x$ form a family of exactly that dimension, and each nonzero member has a sum with no negative term and at least one positive term.

```lean
/-- Amplitudes labelled by the levels above `x` parametrise linearly a family of states, and every
nonzero choice of them gives a state with positive energy form, measured from `x`. -/
theorem exists_positive_family {A : Matrix n n ℂ} (hA : A.IsHermitian) (x : ℝ) :
    ∃ L : ({i // x < hA.eigenvalues i} → ℂ) →ₗ[ℂ] (n → ℂ),
      ∀ w, w ≠ 0 → 0 < energyExcess A x (L w) := by
  obtain ⟨U, -, hq⟩ := exists_eigenmodes hA
  refine ⟨U.mulVecLin ∘ₗ extendByZero (fun i => x < hA.eigenvalues i), fun w hw => ?_⟩
  rw [LinearMap.comp_apply, Matrix.mulVecLin_apply, hq]
  obtain ⟨j, hj⟩ := Function.ne_iff.1 hw
  refine Finset.sum_pos' (fun i _ => ?_) ⟨j.1, Finset.mem_univ _, ?_⟩
  · by_cases h : x < hA.eigenvalues i
    · exact mul_nonneg (sub_pos.2 h).le (Complex.normSq_nonneg _)
    · simp [extendByZero, h]
  · have hval : extendByZero (fun i => x < hA.eigenvalues i) w j.1 = w j := dif_pos j.2
    rw [hval]
    exact mul_pos (sub_pos.2 j.2) (Complex.normSq_pos.2 hj)
```

## Exactly one deleted site

Deleting $s$ models an ideal vacancy. If $v_s=0$, every term containing $v_s$ drops out of $\sum_{i,j}v_i^*H_{ij}v_j$ and of $v^\dagger v$, so $q_H(v)=q_{H'}(v')$, where $v'$ is $v$ restricted to the remaining sites.

```lean
/-- A sum over all sites whose term at `s` vanishes is a sum over the remaining sites. -/
theorem sum_remaining_sites (s : n) (g : n → ℂ) (hg : g s = 0) :
    ∑ i, g i = ∑ i : {i // i ≠ s}, g i := by
  have h1 := Finset.add_sum_erase Finset.univ g (Finset.mem_univ s)
  rw [← h1, hg, zero_add]
  exact Finset.sum_subtype (Finset.univ.erase s) (fun i => by simp) g

/-- Amplitudes that vanish on the site `s` have the same energy form before and after `s` is
deleted. -/
theorem energyExcess_removeSite (H : Matrix n n ℂ) (s : n) (x : ℝ) (v : n → ℂ)
    (hv : v s = 0) :
    energyExcess H x v = energyExcess (removeSite H s) x (fun i => v i) := by
  have hD : ∀ y : n → ℂ, star v ⬝ᵥ y =
      star (fun i : {i // i ≠ s} => v i) ⬝ᵥ (fun i : {i // i ≠ s} => y i) :=
    fun y => sum_remaining_sites s (fun i => star v i * y i) (by simp [hv])
  have hM : (fun i : {i // i ≠ s} => (H *ᵥ v) i) = removeSite H s *ᵥ (fun i => v i) :=
    funext fun i => sum_remaining_sites s (fun j => H i j * v j) (by simp [hv])
  unfold energyExcess
  rw [hD (H *ᵥ v), hD v, hM]
```

Now take the positive family of $H'$, of dimension $N'$, and extend it by zero. It stays positive for $H$, so $N'\le N$ (`lower`). Conversely, in the positive family of $H$, impose $f(w)=(Lw)_s=0$. This is one linear equation, so by rank–nullity the solutions have dimension at least $N-1$. Restricted to the remaining sites they are positive for $H'$, hence $N-1\le N'$ (`upper`).

```lean
/-- **Interlacing under site removal.** When one site is deleted from a Hermitian Hamiltonian,
the number of levels above any energy `x` stays the same or drops by exactly one. -/
theorem levelsAbove_removeSite {H : Matrix n n ℂ} (hH : H.IsHermitian) (s : n) (x : ℝ) :
    levelsAbove (removeSite_isHermitian hH s) x = levelsAbove hH x ∨
      levelsAbove (removeSite_isHermitian hH s) x + 1 = levelsAbove hH x := by
  -- states of the smaller system, continued by zero, are states of the larger one
  have lower : levelsAbove (removeSite_isHermitian hH s) x ≤ levelsAbove hH x := by
    obtain ⟨L, hL⟩ := exists_positive_family (removeSite_isHermitian hH s) x
    have h := finrank_le_levelsAbove hH x (extendByZero (fun i => i ≠ s) ∘ₗ L) (fun w hw => by
      have h0 : extendByZero (fun i => i ≠ s) (L w) s = 0 := dif_neg (fun h => h rfl)
      have hr : (fun i : {i // i ≠ s} => extendByZero (fun i => i ≠ s) (L w) i.1) = L w :=
        funext fun i => dif_pos i.2
      rw [LinearMap.comp_apply, energyExcess_removeSite H s x _ h0, hr]
      exact hL w hw)
    rwa [Module.finrank_fintype_fun_eq_card] at h
  -- requiring a vanishing amplitude on `s` costs at most one dimension
  have upper : levelsAbove hH x ≤ levelsAbove (removeSite_isHermitian hH s) x + 1 := by
    obtain ⟨L, hL⟩ := exists_positive_family hH x
    let f : ({i // x < hH.eigenvalues i} → ℂ) →ₗ[ℂ] ℂ := LinearMap.proj s ∘ₗ L
    have h := finrank_le_levelsAbove (removeSite_isHermitian hH s) x
      ((LinearMap.funLeft ℂ ℂ Subtype.val) ∘ₗ L ∘ₗ (LinearMap.ker f).subtype) (fun w hw => by
        have h0 : L w.1 s = 0 := LinearMap.mem_ker.1 w.2
        have hpos := hL w.1 (fun h => hw (Subtype.ext h))
        rw [energyExcess_removeSite H s x _ h0] at hpos
        exact hpos)
    have hrn := LinearMap.finrank_range_add_finrank_ker f
    have hr := Submodule.finrank_le (LinearMap.range f)
    rw [Module.finrank_self] at hr
    rw [Module.finrank_fintype_fun_eq_card] at hrn
    change Fintype.card {i // x < hH.eigenvalues i} ≤ _
    omega
  omega
```

With two deleted sites the drop can be two: take two uncoupled sites at energy 1 and $x=0$.

## An ordered energy window

For $a\le b$, the levels above $a$ are those in $(a,b]$ plus those above $b$.

```lean
/-- The levels above `a` are those in the window `(a, b]` together with those above `b`. -/
theorem levelsAbove_eq_add {A : Matrix n n ℂ} (hA : A.IsHermitian) {a b : ℝ} (hab : a ≤ b) :
    levelsAbove hA a = levelsIn hA a b + levelsAbove hA b := by
  simp only [levelsAbove, levelsIn, Fintype.card_subtype, Finset.card_filter]
  rw [← Finset.sum_add_distrib]
  refine Finset.sum_congr rfl fun i _ => ?_
  by_cases h1 : a < hA.eigenvalues i
  · by_cases h2 : b < hA.eigenvalues i
    · simp [h1, h2, not_le.2 h2]
    · simp [h1, h2, not_lt.1 h2]
  · have h2 : ¬ b < hA.eigenvalues i := fun h => h1 (hab.trans_lt h)
    simp [h1, h2]
```

Let $\delta_a,\delta_b\in\{0,1\}$ be the drops in the counts above $a$ and above $b$. The window count changes by $\delta_b-\delta_a$, which is $-1$, $0$ or $1$; `omega` does this arithmetic.

```lean
/-- Deleting one site changes the number of levels in an energy window `(a, b]` by at most
one, in either direction. -/
theorem levelsIn_removeSite {H : Matrix n n ℂ} (hH : H.IsHermitian) (s : n) {a b : ℝ}
    (hab : a ≤ b) :
    levelsIn (removeSite_isHermitian hH s) a b ≤ levelsIn hH a b + 1 ∧
      levelsIn hH a b ≤ levelsIn (removeSite_isHermitian hH s) a b + 1 := by
  have h1 := levelsAbove_eq_add hH hab
  have h2 := levelsAbove_eq_add (removeSite_isHermitian hH s) hab
  have h3 := levelsAbove_removeSite hH s a
  have h4 := levelsAbove_removeSite hH s b
  omega

end

end SiteRemovalInterlacing
```

The condition `hab` serves only the splitting. For $a>b$ the window is empty before and after the deletion, and the bounds hold trivially.

```lean
#print axioms SiteRemovalInterlacing.levelsAbove_removeSite
-- 'SiteRemovalInterlacing.levelsAbove_removeSite' depends on axioms: [propext, Classical.choice, Quot.sound]
#print axioms SiteRemovalInterlacing.levelsIn_removeSite
-- 'SiteRemovalInterlacing.levelsIn_removeSite' depends on axioms: [propext, Classical.choice, Quot.sound]
```
